# Curvature of the same-spin exchange hole at zero separation, for real orbitals on the line

Let $\varphi_i$ be finitely many real, twice differentiable functions on the line, the occupied orbitals of one spin in a single determinant. A prime denotes a derivative with respect to position. Define

$$\gamma(x,y)=\sum_i\varphi_i(x)\varphi_i(y),\qquad n(x)=\sum_i\varphi_i(x)^2,\qquad \tau(x)=\sum_i\varphi_i'(x)^2 .$$

For orthonormal orbitals, $\gamma$ is the density matrix and $n$ the density of that one spin; the formulas below hold without orthonormality. The sum $\tau$ carries no factor $\tfrac12$. The exchange hole around a reference point $x$ is the function $h$ of the separation $u$ with

$$n(x)\,h(u)=-\gamma(x,x+u)^2 .$$

It is the amount by which exchange changes the same-spin density at $x+u$ when an electron of that spin is at $x$. The condition $n(x)>0$ says that the probability density for finding such an electron there is not zero.

## The curvature formula and its derivation

If $n(x)>0$, then, with all densities taken at $x$,

$$h''(0)=2\tau-n''-\frac{(n')^2}{2n}.$$

Differentiating the density twice gives

$$n'=2\sum_i\varphi_i\varphi_i',\qquad n''=2\Big(\tau+\sum_i\varphi_i\varphi_i''\Big).$$

Now fix $x$ and write $g(u)=\gamma(x,x+u)$. Only the second factor of each term depends on $u$, so

$$g(0)=n,\qquad g'(0)=\sum_i\varphi_i\varphi_i'=\tfrac12 n',\qquad g''(0)=\sum_i\varphi_i\varphi_i''=\tfrac12 n''-\tau .$$

Since $h=-g^2/n(x)$, we have $h'=-2gg'/n(x)$ and $h''=-2\big((g')^2+gg''\big)/n(x)$. At $u=0$ this is

$$h''(0)=-\frac{2}{n}\Big(\frac{(n')^2}{4}+n\big(\tfrac12n''-\tau\big)\Big)=2\tau-n''-\frac{(n')^2}{2n}.$$

For any number $c$, expanding the square gives $\sum_i(\varphi_i'-c\varphi_i)^2=\tau-cn'+c^2n$. With $c=n'/(2n)$,

$$2\tau-\frac{(n')^2}{2n}=2\sum_i\Big(\varphi_i'-\frac{n'}{2n}\varphi_i\Big)^2\ge 0 .$$

Hence $h''(0)\ge -n''$. Equality forces $\varphi_i'=c\varphi_i$ at $x$ for all $i$, with this $c$. Conversely, if $\varphi_i'=c\varphi_i$ for some common $c$, then $n'=2cn$, so $c=n'/(2n)$ and every square vanishes. A single orbital with $\varphi(x)\neq0$ always gives equality, since then $h(u)=-n(x+u)$.

For real orbitals of a single determinant in one dimension, the formula shows how $\tau$, an ingredient of many meta-GGA functionals, enters the short-range shape of the exchange hole.

## Two linear orbitals, and a point of zero density

Take $\varphi_1(y)=1$ and $\varphi_2(y)=y$ at $x=1$. These functions cannot be normalised on the line, so they are not physical orbitals; they serve only as a check of the local formula. Then $n(y)=1+y^2$, so $n=2$, $n'=2$, $n''=2$ and $\tau=1$. The formula gives $2-2-\tfrac44=-1$. Directly, $\gamma(1,1+u)=2+u$ and $h(u)=-(2+u)^2/2$, whose second derivative is $-1$. This lies above $-n''=-2$, as it must, because the two orbitals have different logarithmic slopes at $x=1$.

The density at $x$ has to be nonzero. For a single orbital proportional to $y\,e^{-y^2/2}$ at $x=0$, both $n(0)$ and $\gamma(0,u)$ vanish, and the defining relation reads $0=0$. Every function $h$ satisfies it, including $h(u)=|u|$, which has no second derivative at $0$.

## Orbitals, densities and the hole in Lean

The finite type `ι` labels the orbitals, and `φ i` is the orbital $\varphi_i$.

```lean
import Mathlib

open Finset

namespace ExchangeHoleCurvature

noncomputable section

variable {ι : Type*} [Fintype ι]

/-- The same-spin density matrix `γ(x,y) = ∑ φ_i(x) φ_i(y)` of real orbitals on the line. -/
def densityMatrix (φ : ι → ℝ → ℝ) (x y : ℝ) : ℝ := ∑ i, φ i x * φ i y

/-- The spin density `n(x) = ∑ φ_i(x)²`. -/
def density (φ : ι → ℝ → ℝ) (x : ℝ) : ℝ := ∑ i, φ i x ^ 2

/-- The kinetic energy density `τ(x) = ∑ φ_i'(x)²`, without the factor one half. -/
def kineticDensity (φ : ι → ℝ → ℝ) (x : ℝ) : ℝ := ∑ i, deriv (φ i) x ^ 2
```

Orthogonality and normalisation are not assumed, because the derivation does not use them; they are needed only to read the sums as the density matrix and density of a determinant. Differentiability is required on the whole line, which excludes orbitals with a cusp, such as $e^{-|y|}$, even when $x$ is away from the cusp. It also excludes the bound states of a square well, finite or with hard walls: at the edges of a finite well $\varphi_i'$ has a kink, and at a hard wall $\varphi_i$ itself has one. The derivation by hand uses only a neighbourhood of $x$, so the formula still holds away from such points.

```lean
/-- Every orbital is twice differentiable on the line. -/
def TwiceDifferentiable (φ : ι → ℝ → ℝ) : Prop :=
  ∀ i, Differentiable ℝ (φ i) ∧ Differentiable ℝ (deriv (φ i))
```

The hole is specified by its defining relation, without a division.

```lean
/-- `h` is an exchange hole around `x`, as a function of the separation `u`:
`n(x) h(u) = -γ(x,x+u)²`. -/
def IsExchangeHole (φ : ι → ℝ → ℝ) (x : ℝ) (h : ℝ → ℝ) : Prop :=
  ∀ u, density φ x * h u = -(densityMatrix φ x (x + u)) ^ 2
```

For positive density, the relation is equivalent to the usual quotient.

```lean
variable {φ : ι → ℝ → ℝ} {x : ℝ} {h : ℝ → ℝ}

/-- Where the density is positive, the exchange hole is the quotient `-γ(x,x+u)²/n(x)`. -/
theorem isExchangeHole_iff (hn : 0 < density φ x) :
    IsExchangeHole φ x h ↔
      h = fun u => -(densityMatrix φ x (x + u)) ^ 2 / density φ x := by
  constructor
  · intro hh
    funext u
    rw [eq_div_iff hn.ne', mul_comm]
    exact hh u
  · intro e u
    have hne := hn.ne'
    rw [e]
    field_simp
```

## Derivatives of the density

On the diagonal $\gamma(x,x)=n(x)$, which supplies $g(0)=n$.

```lean
/-- The diagonal of the density matrix is the density. -/
theorem densityMatrix_self (φ : ι → ℝ → ℝ) (x : ℝ) :
    densityMatrix φ x x = density φ x := by
  simp only [densityMatrix, density, pow_two]
```

The next two lemmas are the formulas for $n'$ and $n''$. Each applies the product rule inside the sum, and `ring` collects the terms. `HasDerivAt f a x` means that `f` is differentiable at `x` with derivative `a`.

```lean
/-- For twice differentiable orbitals the density has the gradient `n' = 2 ∑ φ_i φ_i'`. -/
theorem density_hasDerivAt (hφ : TwiceDifferentiable φ) (x : ℝ) :
    HasDerivAt (density φ) (2 * ∑ i, φ i x * deriv (φ i) x) x := by
  have e : density φ = fun y => ∑ i, φ i y * φ i y := by
    funext y
    simp only [density, pow_two]
  rw [e, Finset.mul_sum]
  refine HasDerivAt.fun_sum fun i _ => ?_
  have d := ((hφ i).1 x).hasDerivAt
  exact (d.fun_mul d).congr_deriv (by ring)

/-- For twice differentiable orbitals the density has the second derivative
`n'' = 2 (τ + ∑ φ_i φ_i'')`. -/
theorem density_hasDerivAt_deriv (hφ : TwiceDifferentiable φ) (x : ℝ) :
    HasDerivAt (deriv (density φ))
      (2 * (kineticDensity φ x + ∑ i, φ i x * deriv (deriv (φ i)) x)) x := by
  have e : deriv (density φ) = fun y => 2 * ∑ i, φ i y * deriv (φ i) y :=
    funext fun y => (density_hasDerivAt hφ y).deriv
  rw [e, kineticDensity, ← Finset.sum_add_distrib]
  refine HasDerivAt.const_mul 2 (HasDerivAt.fun_sum fun i _ => ?_)
  exact (((hφ i).1 x).hasDerivAt.fun_mul ((hφ i).2 x).hasDerivAt).congr_deriv (by ring)
```

## Slope and curvature of the hole

The following lemma differentiates $\sum_i a_i f_i(x+u)$ in $u$. It is used with $a_i=\varphi_i(x)$, first for $f_i=\varphi_i$, giving $g'$, and then for $f_i=\varphi_i'$, giving $g''$.

```lean
/-- A sum of differentiable functions of `x + u` with fixed coefficients is differentiated
in the separation `u` term by term. -/
theorem shifted_sum_hasDerivAt {f : ι → ℝ → ℝ} (hf : ∀ i, Differentiable ℝ (f i))
    (a : ι → ℝ) (x u : ℝ) :
    HasDerivAt (fun v => ∑ i, a i * f i (x + v)) (∑ i, a i * deriv (f i) (x + u)) u := by
  refine HasDerivAt.fun_sum fun i _ => ?_
  exact HasDerivAt.const_mul (a i)
    (HasDerivAt.comp_const_add x u (hf i (x + u)).hasDerivAt)
```

The slope $h'=-2gg'/n(x)$ holds at every $u$, so `deriv h` below is the true slope function and can be differentiated again.

```lean
/-- Slope of the exchange hole at any separation `u`, for twice differentiable orbitals and
`n(x) > 0`: `h'(u) = -2 γ(x,x+u) ∑ φ_i(x) φ_i'(x+u) / n(x)`. -/
theorem hole_hasDerivAt (hφ : TwiceDifferentiable φ) (hn : 0 < density φ x)
    (hh : IsExchangeHole φ x h) (u : ℝ) :
    HasDerivAt h (-(2 * densityMatrix φ x (x + u) *
      ∑ i, φ i x * deriv (φ i) (x + u)) / density φ x) u := by
  have e : h = fun v =>
      -(densityMatrix φ x (x + v) * densityMatrix φ x (x + v)) / density φ x := by
    rw [(isExchangeHole_iff hn).1 hh]
    funext v
    ring
  have g : HasDerivAt (fun v => densityMatrix φ x (x + v))
      (∑ i, φ i x * deriv (φ i) (x + u)) u :=
    shifted_sum_hasDerivAt (fun i => (hφ i).1) (fun i => φ i x) x u
  rw [e]
  exact ((g.fun_mul g).fun_neg.div_const _).congr_deriv (by ring)
```

The main theorem states that `deriv h` is differentiable at $0$, with the claimed derivative. Its proof replaces `deriv h` by the slope formula and applies the product rule. The `simp only` step sets $u=0$ and writes $n'$ and $n''$ as orbital sums. What remains is the cancellation of $n$ against $1/n$ in the term with $\sum_i\varphi_i\varphi_i''$, which `linear_combination` carries out.

```lean
/-- **Curvature of the exchange hole.** For twice differentiable orbitals and `n(x) > 0`, the
exchange hole around `x` has at zero separation the second derivative
`2τ - n'' - (n')²/(2n)`, with all densities taken at `x`. -/
theorem hole_curvature (hφ : TwiceDifferentiable φ) (hn : 0 < density φ x)
    (hh : IsExchangeHole φ x h) :
    HasDerivAt (deriv h)
      (2 * kineticDensity φ x - deriv (deriv (density φ)) x
        - (deriv (density φ) x) ^ 2 / (2 * density φ x)) 0 := by
  have e : deriv h = fun u => -(2 * densityMatrix φ x (x + u) *
      ∑ i, φ i x * deriv (φ i) (x + u)) / density φ x :=
    funext fun u => (hole_hasDerivAt hφ hn hh u).deriv
  have g : HasDerivAt (fun v => densityMatrix φ x (x + v))
      (∑ i, φ i x * deriv (φ i) (x + 0)) 0 :=
    shifted_sum_hasDerivAt (fun i => (hφ i).1) (fun i => φ i x) x 0
  have s := shifted_sum_hasDerivAt (fun i => (hφ i).2) (fun i => φ i x) x 0
  rw [e]
  refine (((g.const_mul 2).fun_mul s).fun_neg.div_const _).congr_deriv ?_
  -- set `u = 0` and write the derivatives of the density as orbital sums
  simp only [add_zero, densityMatrix_self, (density_hasDerivAt hφ x).deriv,
    (density_hasDerivAt_deriv hφ x).deriv]
  linear_combination (-2 * ∑ i, φ i x * deriv (deriv (φ i)) x) * mul_inv_cancel₀ hn.ne'
```

## The lower bound and its equality case

The local statement `expand` is the expansion of the square for arbitrary $c$. The proof then inserts $c=n'/(2n)$.

```lean
/-- For twice differentiable orbitals and `n(x) > 0`, the part `2τ - (n')²/(2n)` of the
curvature is the sum of squares `2 ∑ (φ_i' - (n'/2n) φ_i)²`. -/
theorem curvature_sum_of_squares (hφ : TwiceDifferentiable φ) (hn : 0 < density φ x) :
    2 * kineticDensity φ x - (deriv (density φ) x) ^ 2 / (2 * density φ x) =
      2 * ∑ i, (deriv (φ i) x - deriv (density φ) x / (2 * density φ x) * φ i x) ^ 2 := by
  have expand : ∀ c : ℝ, ∑ i, (deriv (φ i) x - c * φ i x) ^ 2 =
      kineticDensity φ x - 2 * c * (∑ i, φ i x * deriv (φ i) x)
        + c ^ 2 * density φ x := by
    intro c
    rw [kineticDensity, density, Finset.mul_sum, Finset.mul_sum,
      ← Finset.sum_sub_distrib, ← Finset.sum_add_distrib]
    exact Finset.sum_congr rfl fun i _ => by ring
  rw [expand, (density_hasDerivAt hφ x).deriv]
  linear_combination (-2 * (∑ i, φ i x * deriv (φ i) x) ^ 2 * (density φ x)⁻¹) *
    mul_inv_cancel₀ hn.ne'
```

The last theorem combines the bound with the equality condition. In one direction, a vanishing sum of nonnegative terms makes each term zero, which gives the common slope. In the other, `slope` shows that a common $c$ must equal $n'/(2n)$, and the sum of squares is then zero.

```lean
/-- For twice differentiable orbitals and `n(x) > 0`, the curvature of the exchange hole at zero
separation is at least `-n''(x)`, with equality exactly when `φ_i'(x) = c φ_i(x)` for all
orbitals with one common `c`. -/
theorem hole_curvature_bound (hφ : TwiceDifferentiable φ) (hn : 0 < density φ x)
    (hh : IsExchangeHole φ x h) :
    -deriv (deriv (density φ)) x ≤ deriv (deriv h) 0 ∧
      (deriv (deriv h) 0 = -deriv (deriv (density φ)) x ↔
        ∃ c : ℝ, ∀ i, deriv (φ i) x = c * φ i x) := by
  have sq := curvature_sum_of_squares hφ hn
  have pos : 0 ≤ ∑ i,
      (deriv (φ i) x - deriv (density φ) x / (2 * density φ x) * φ i x) ^ 2 :=
    Finset.sum_nonneg fun i _ => sq_nonneg _
  rw [(hole_curvature hφ hn hh).deriv]
  refine ⟨by linarith, fun heq => ?_, ?_⟩
  · -- a vanishing sum of squares gives `φ_i' = (n'/2n) φ_i` at `x` for every orbital
    have zero : ∑ i,
        (deriv (φ i) x - deriv (density φ) x / (2 * density φ x) * φ i x) ^ 2 = 0 := by
      linarith
    refine ⟨deriv (density φ) x / (2 * density φ x), fun i => ?_⟩
    have hi := (Finset.sum_eq_zero_iff_of_nonneg (fun j _ => sq_nonneg _)).1 zero i
      (Finset.mem_univ i)
    exact sub_eq_zero.1 (pow_eq_zero_iff two_ne_zero |>.1 hi)
  · rintro ⟨c, hc⟩
    -- the common slope must be n'/(2n)
    have slope : deriv (density φ) x / (2 * density φ x) = c := by
      rw [div_eq_iff (mul_pos two_pos hn).ne', (density_hasDerivAt hφ x).deriv, density,
        Finset.mul_sum, Finset.mul_sum, Finset.mul_sum]
      exact Finset.sum_congr rfl fun i _ => by rw [hc i]; ring
    have zero : ∑ i,
        (deriv (φ i) x - deriv (density φ) x / (2 * density φ x) * φ i x) ^ 2 = 0 :=
      Finset.sum_eq_zero fun i _ => by rw [slope, hc i]; ring
    linarith

end

end ExchangeHoleCurvature
```

```lean
#print axioms ExchangeHoleCurvature.hole_curvature_bound
```

```
'ExchangeHoleCurvature.hole_curvature_bound' depends on axioms: [propext, Classical.choice, Quot.sound]
```

The curvature formula and its lower bound concern one reference point and zero separation. They say nothing about the integral of the hole over $u$, complex orbitals, or the spherically averaged hole in three dimensions.
